# Power balance and the absorption limit $k_1/(k_1+k_2)$ for linear emitters in a cavity driven through one of two lossless mirrors

A code for the spectrum of molecules in a cavity can obtain the absorbed fraction of the incident power in two ways: by subtracting the transmitted and reflected fractions from one, or by adding up the losses of the individual emitters. If the mirrors are lossless and the emitters are the only absorbers, the two results have to agree at every frequency.

The physical problem is a cavity mode that loses energy through two mirrors at the rates $k_1,k_2>0$ and is driven through the first by light of amplitude $b$, normalised so that $|b|^2$ is the incident power. Emitter $j$ couples to the mode with a complex strength $g_j$ and loses energy at the rate $\gamma_j>0$. The detunings of the drive from the cavity and from emitter $j$ are $d$ and $\delta_j$, drive frequency minus resonance frequency. With

$$p_j=\frac{\gamma_j}{2}-i\delta_j,\qquad S=\sum_j\frac{|g_j|^2}{p_j},\qquad D=\frac{k_1+k_2}{2}-id+S,$$

the transmission amplitude, the reflection amplitude and the absorbed fraction are

$$t=\frac{\sqrt{k_1k_2}}{D},\qquad r=1-\frac{k_1}{D},\qquad A=k_1\sum_j\gamma_j\left|\frac{g_j}{p_jD}\right|^2.$$

Then $D\neq0$, and

$$|t|^2+|r|^2+A=1,\qquad A\le\frac{k_1}{k_1+k_2}.$$

For equal mirrors the bound is $1/2$.

## What the balance detects in a spectrum code

In a simulation of molecular polaritons that evaluates the formulas above for finitely many emitters, the residual $|t|^2+|r|^2+A-1$ should stay at rounding level across the spectrum. It reveals a confusion of amplitude and energy decay rates: putting $\gamma_j$ in place of $\gamma_j/2$ in $p_j$, while keeping $\gamma_j$ in $A$, breaks the sum whenever some $g_j\neq0$. It is blind to the sign of a detuning, because the identity holds for all real $d$ and $\delta_j$.

Writing $g_j^2$ for $|g_j|^2$ in $S$ is harmless for real couplings and wrong for complex ones. Take $k_1=k_2=1$, $d=0$ and one resonant emitter with $\gamma=2$ and $g=i$. The wrong formula gives $S=-1$ and $D=0$, while the correct one gives $S=1$ and $D=2$.

## Eliminating the emitters and adding the powers

Let $a$ and $s_j$ be the steady amplitudes of the cavity and the emitters. They obey

$$\sqrt{k_1}\,b=\left(\frac{k_1+k_2}{2}-id\right)a+i\sum_j g_j^*s_j,\qquad p_js_j=-ig_ja.$$

Since $\operatorname{Re}p_j=\gamma_j/2>0$, the second equation gives $s_j=-ig_ja/p_j$. Hence $i\sum_jg_j^*s_j=Sa$, and the first equation becomes $Da=\sqrt{k_1}\,b$. The real part of $S$ is a sum of Lorentzians,

$$\operatorname{Re}S=\sum_j\frac{|g_j|^2\gamma_j/2}{|p_j|^2}\ge0,$$

so $\operatorname{Re}D=(k_1+k_2)/2+\operatorname{Re}S>0$ and $D\ne0$. With $a=\sqrt{k_1}\,b/D$, the outputs are

$$b-\sqrt{k_1}\,a=rb,\qquad \sqrt{k_2}\,a=tb,\qquad \sum_j\gamma_j|s_j|^2=A|b|^2.$$

Comparing the sum in $A$ with $\operatorname{Re}S$ gives $A=2k_1\operatorname{Re}S/|D|^2$. The other two fractions are

$$|t|^2=\frac{k_1k_2}{|D|^2},\qquad |r|^2=\frac{|D-k_1|^2}{|D|^2}=\frac{|D|^2-2k_1\operatorname{Re}D+k_1^2}{|D|^2}.$$

Because $2k_1\operatorname{Re}D=k_1^2+k_1k_2+2k_1\operatorname{Re}S$, the three numerators add up to $|D|^2$. This is the balance.

For the bound, write $K=k_1+k_2$ and compare real and imaginary parts:

$$\left|S-\left(\frac K2+id\right)\right|^2=|D|^2-2K\operatorname{Re}S.$$

Therefore

$$\frac{k_1}{K}-A=\frac{k_1\,(|D|^2-2K\operatorname{Re}S)}{K|D|^2}=\frac{k_1\,|S-(K/2+id)|^2}{K|D|^2}\ge0.$$

Equality holds exactly when $S=K/2+id$. This is critical coupling: the emitters damp the mode as strongly as the mirrors do, and their frequency shift cancels the detuning. Then $D=K$ and $r=k_2/K$, so some light is still reflected; the same name is also used for the different condition $r=0$.

For one emitter with $d=\delta=0$, define the cooperativity $c=4|g|^2/(K\gamma)$. Then $S=2|g|^2/\gamma=cK/2$ and $D=(1+c)K/2$, so

$$A=\frac{k_1}{K}\,\frac{4c}{(1+c)^2}.$$

At $c=1$ this equals $k_1/K$. The values $k_1=k_2=g=1$, $\gamma=2$ give $c=1$ and $A=1/2$.

The smallest case is the empty cavity. There $S=0$ and $A=0$, and the balance reduces to $|t|^2+|r|^2=1$. With equal mirrors and $d=0$, one finds $t=1$ and $r=0$.

## The Lean file

```lean
import Mathlib

open Complex (I)
open scoped ComplexConjugate

namespace CavityAbsorption

noncomputable section

/-- A cavity with mirror decay rates `k₁, k₂ > 0` and detuning `d`, holding emitters with
couplings `g j`, linewidths `γ j > 0` and detunings `δ j`. -/
structure LossyCavity (ι : Type*) where
  k₁ : ℝ
  k₂ : ℝ
  d : ℝ
  g : ι → ℂ
  γ : ι → ℝ
  δ : ι → ℝ
  k₁_pos : 0 < k₁
  k₂_pos : 0 < k₂
  γ_pos : ∀ j, 0 < γ j

variable {ι : Type*} [Fintype ι]

/-- The inverse response `γ/2 - iδ` of a single emitter. -/
def LossyCavity.pole {ι : Type*} (C : LossyCavity ι) (j : ι) : ℂ :=
  (C.γ j : ℂ) / 2 - I * C.δ j

/-- The self-energy `S` that the emitters give to the cavity mode. -/
def LossyCavity.selfEnergy (C : LossyCavity ι) : ℂ :=
  ∑ j, ((‖C.g j‖ ^ 2 : ℝ) : ℂ) / C.pole j

/-- The inverse response `D` of the cavity mode dressed by the emitters. -/
def LossyCavity.dressed (C : LossyCavity ι) : ℂ :=
  ((C.k₁ : ℂ) + C.k₂) / 2 - I * C.d + C.selfEnergy

/-- The transmission amplitude `t = √(k₁ k₂) / D`. -/
def LossyCavity.transmission (C : LossyCavity ι) : ℂ :=
  (Real.sqrt (C.k₁ * C.k₂) : ℂ) / C.dressed

/-- The reflection amplitude `r = 1 - k₁ / D`. -/
def LossyCavity.reflection (C : LossyCavity ι) : ℂ := 1 - (C.k₁ : ℂ) / C.dressed

/-- The fraction `A` of the incident power that is lost through the emitters. -/
def LossyCavity.absorption (C : LossyCavity ι) : ℝ :=
  C.k₁ * ∑ j, C.γ j * ‖C.g j / (C.pole j * C.dressed)‖ ^ 2

/-- Steady-state equations for the cavity amplitude `a` and the emitter amplitudes `s j`,
driven through the first mirror by the incident amplitude `b`. -/
def LossyCavity.IsSteady (C : LossyCavity ι) (b a : ℂ) (s : ι → ℂ) : Prop :=
  (Real.sqrt C.k₁ : ℂ) * b =
      (((C.k₁ : ℂ) + C.k₂) / 2 - I * C.d) * a + I * ∑ j, conj (C.g j) * s j ∧
    ∀ j, C.pole j * s j = -I * C.g j * a

/-- The inverse response of an emitter has real part half its linewidth. -/
theorem LossyCavity.pole_re {ι : Type*} (C : LossyCavity ι) (j : ι) :
    (C.pole j).re = C.γ j / 2 := by
  simp [pole]

/-- The emitters add a damping to the cavity mode that is a sum of Lorentzians. -/
theorem LossyCavity.selfEnergy_re (C : LossyCavity ι) :
    C.selfEnergy.re = ∑ j, ‖C.g j‖ ^ 2 * (C.γ j / 2) / ‖C.pole j‖ ^ 2 := by
  rw [selfEnergy, Complex.re_sum]
  refine Finset.sum_congr rfl fun j _ => ?_
  rw [Complex.div_re, Complex.ofReal_re, Complex.ofReal_im, C.pole_re,
    Complex.sq_norm (C.pole j)]
  ring

/-- The dressed cavity response has no pole at real detunings: `D ≠ 0`. -/
theorem LossyCavity.dressed_ne_zero (C : LossyCavity ι) : C.dressed ≠ 0 := by
  intro h
  have hS : 0 ≤ C.selfEnergy.re := by
    rw [C.selfEnergy_re]
    refine Finset.sum_nonneg fun j _ => ?_
    have := C.γ_pos j
    positivity
  have hre : C.dressed.re = (C.k₁ + C.k₂) / 2 + C.selfEnergy.re := by simp [dressed]
  rw [h, Complex.zero_re] at hre
  linarith [C.k₁_pos, C.k₂_pos]

/-- In the steady state the reflected amplitude, the transmitted amplitude and the power lost by
the emitters are given by `r`, `t` and `A`. -/
theorem LossyCavity.steady_outputs (C : LossyCavity ι) {b a : ℂ} {s : ι → ℂ}
    (h : C.IsSteady b a s) :
    b - (Real.sqrt C.k₁ : ℂ) * a = C.reflection * b ∧
      (Real.sqrt C.k₂ : ℂ) * a = C.transmission * b ∧
      ∑ j, C.γ j * ‖s j‖ ^ 2 = C.absorption * ‖b‖ ^ 2 := by
  obtain ⟨h1, h2⟩ := h
  have hp : ∀ j, C.pole j ≠ 0 := fun j h0 => by
    have := C.pole_re j
    rw [h0, Complex.zero_re] at this
    linarith [C.γ_pos j]
  have hs : ∀ j, s j = -I * C.g j * a / C.pole j := fun j =>
    (eq_div_iff (hp j)).mpr (by linear_combination h2 j)
  -- eliminating the emitters produces the self-energy
  have hS : I * ∑ j, conj (C.g j) * s j = C.selfEnergy * a := by
    rw [selfEnergy, Finset.mul_sum, Finset.sum_mul]
    refine Finset.sum_congr rfl fun j _ => ?_
    have hg : ((‖C.g j‖ ^ 2 : ℝ) : ℂ) = conj (C.g j) * C.g j := by
      rw [Complex.sq_norm, Complex.normSq_eq_conj_mul_self]
    rw [hs j, hg]
    linear_combination (-(conj (C.g j) * C.g j * a / C.pole j)) * Complex.I_sq
  have ha : a = (Real.sqrt C.k₁ : ℂ) * b / C.dressed := by
    refine (eq_div_iff C.dressed_ne_zero).mpr ?_
    rw [hS] at h1
    rw [dressed]
    linear_combination -h1
  have q : (Real.sqrt C.k₁ : ℂ) * (Real.sqrt C.k₁ : ℂ) = C.k₁ := by
    rw [← Complex.ofReal_mul, Real.mul_self_sqrt C.k₁_pos.le]
  refine ⟨?_, ?_, ?_⟩
  · rw [ha, reflection]
    linear_combination (-(b / C.dressed)) * q
  · rw [ha, transmission, Real.sqrt_mul C.k₁_pos.le, Complex.ofReal_mul]
    ring
  · rw [absorption, Finset.mul_sum, Finset.sum_mul]
    refine Finset.sum_congr rfl fun j _ => ?_
    have e : s j = -I * (Real.sqrt C.k₁ : ℂ) * b * (C.g j / (C.pole j * C.dressed)) := by
      rw [hs j, ha]
      ring
    rw [e]
    simp only [norm_mul, norm_neg, Complex.norm_I, Complex.norm_real, Real.norm_eq_abs,
      mul_pow, one_mul, sq_abs, Real.sq_sqrt C.k₁_pos.le]
    ring

/-- The absorbed fraction is fixed by the damping that the emitters add: `A = 2 k₁ Re S / |D|²`. -/
theorem LossyCavity.absorption_eq (C : LossyCavity ι) :
    C.absorption = 2 * C.k₁ * C.selfEnergy.re / ‖C.dressed‖ ^ 2 := by
  rw [absorption, C.selfEnergy_re, Finset.mul_sum, Finset.mul_sum, Finset.sum_div]
  refine Finset.sum_congr rfl fun j _ => ?_
  rw [norm_div, norm_mul]
  ring

/-- The absorbed fraction falls short of `k₁/(k₁+k₂)` by `k₁/((k₁+k₂)|D|²)` times the squared
distance of `S` from `(k₁+k₂)/2 + i d`. -/
theorem LossyCavity.absorption_deficit (C : LossyCavity ι) :
    C.k₁ / (C.k₁ + C.k₂) - C.absorption =
      C.k₁ * ‖C.selfEnergy - (((C.k₁ : ℂ) + C.k₂) / 2 + I * C.d)‖ ^ 2 /
        ((C.k₁ + C.k₂) * ‖C.dressed‖ ^ 2) := by
  have hk : C.k₁ + C.k₂ ≠ 0 := (add_pos C.k₁_pos C.k₂_pos).ne'
  have hn : ‖C.dressed‖ ^ 2 ≠ 0 := pow_ne_zero 2 (norm_ne_zero_iff.mpr C.dressed_ne_zero)
  have e1 : (C.selfEnergy - (((C.k₁ : ℂ) + C.k₂) / 2 + I * C.d)).re =
      C.selfEnergy.re - (C.k₁ + C.k₂) / 2 := by simp
  have e2 : (C.selfEnergy - (((C.k₁ : ℂ) + C.k₂) / 2 + I * C.d)).im =
      C.selfEnergy.im - C.d := by simp
  have e3 : C.dressed.re = (C.k₁ + C.k₂) / 2 + C.selfEnergy.re := by simp [dressed]
  have e4 : C.dressed.im = -C.d + C.selfEnergy.im := by simp [dressed]
  have h1 : ‖C.selfEnergy - (((C.k₁ : ℂ) + C.k₂) / 2 + I * C.d)‖ ^ 2 =
      ‖C.dressed‖ ^ 2 - 2 * (C.k₁ + C.k₂) * C.selfEnergy.re := by
    rw [Complex.sq_norm, Complex.sq_norm, Complex.normSq_apply, Complex.normSq_apply,
      e1, e2, e3, e4]
    ring
  rw [h1, C.absorption_eq, div_sub_div _ _ hk hn]
  congr 1
  ring

/-- Transmitted, reflected and absorbed fractions add up to one, and the emitters absorb at most
the fraction `k₁/(k₁+k₂)`, which is one half for equal mirrors. -/
theorem LossyCavity.energy_balance (C : LossyCavity ι) :
    ‖C.transmission‖ ^ 2 + ‖C.reflection‖ ^ 2 + C.absorption = 1 ∧
      C.absorption ≤ C.k₁ / (C.k₁ + C.k₂) ∧ (C.k₁ = C.k₂ → C.absorption ≤ 1 / 2) := by
  have hD := C.dressed_ne_zero
  have hn : ‖C.dressed‖ ^ 2 ≠ 0 := pow_ne_zero 2 (norm_ne_zero_iff.mpr hD)
  have k1 := C.k₁_pos
  have k2 := C.k₂_pos
  have hA : C.absorption ≤ C.k₁ / (C.k₁ + C.k₂) := by
    rw [← sub_nonneg, C.absorption_deficit]
    positivity
  refine ⟨?_, hA, fun h => ?_⟩
  · have ht : ‖C.transmission‖ ^ 2 = C.k₁ * C.k₂ / ‖C.dressed‖ ^ 2 := by
      rw [transmission, norm_div, div_pow, Complex.norm_real, Real.norm_eq_abs, sq_abs,
        Real.sq_sqrt (mul_pos k1 k2).le]
    have hr : ‖C.reflection‖ ^ 2 =
        (‖C.dressed‖ ^ 2 - 2 * C.k₁ * C.dressed.re + C.k₁ ^ 2) / ‖C.dressed‖ ^ 2 := by
      have h : C.reflection = (C.dressed - C.k₁) / C.dressed := by
        rw [reflection, sub_div, div_self hD]
      rw [h, norm_div, div_pow]
      congr 1
      rw [Complex.sq_norm, Complex.sq_norm, Complex.normSq_apply, Complex.normSq_apply]
      simp only [Complex.sub_re, Complex.sub_im, Complex.ofReal_re, Complex.ofReal_im]
      ring
    have e3 : C.dressed.re = (C.k₁ + C.k₂) / 2 + C.selfEnergy.re := by simp [dressed]
    rw [ht, hr, C.absorption_eq, e3, ← add_div, ← add_div, div_eq_one_iff_eq hn]
    ring
  · have e : C.k₁ / (C.k₁ + C.k₂) = 1 / 2 := by
      rw [← h, div_eq_div_iff (by linarith) two_ne_zero]
      ring
    rwa [e] at hA

/-- Critical coupling: the largest absorption `k₁/(k₁+k₂)` is reached exactly when
`S = (k₁+k₂)/2 + i d`. -/
theorem LossyCavity.absorption_max_iff (C : LossyCavity ι) :
    C.absorption = C.k₁ / (C.k₁ + C.k₂) ↔
      C.selfEnergy = ((C.k₁ : ℂ) + C.k₂) / 2 + I * C.d := by
  have h := C.absorption_deficit
  constructor
  · intro hA
    by_contra hne
    have hpos := div_pos
      (mul_pos C.k₁_pos (pow_pos (norm_pos_iff.mpr (sub_ne_zero.mpr hne)) 2))
      (mul_pos (add_pos C.k₁_pos C.k₂_pos)
        (pow_pos (norm_pos_iff.mpr C.dressed_ne_zero) 2))
    linarith
  · intro hS
    rw [hS, sub_self, norm_zero, zero_pow two_ne_zero, mul_zero, zero_div] at h
    linarith

/-- A symmetric cavity with one resonant emitter: `k₁ = k₂ = 1`, `g = 1`, `γ = 2`. -/
def criticalCavity : LossyCavity (Fin 1) where
  k₁ := 1
  k₂ := 1
  d := 0
  g := fun _ => 1
  γ := fun _ => 2
  δ := fun _ => 0
  k₁_pos := one_pos
  k₂_pos := one_pos
  γ_pos := fun _ => two_pos

/-- For one emitter, with cavity and emitter both on resonance, the absorption depends on the
cooperativity `c = 4|g|²/((k₁+k₂)γ)` as `A = k₁/(k₁+k₂) · 4c/(1+c)²`. -/
theorem LossyCavity.absorption_resonant (C : LossyCavity (Fin 1)) (hd : C.d = 0)
    (hδ : C.δ 0 = 0) {c : ℝ} (hc : c = 4 * ‖C.g 0‖ ^ 2 / ((C.k₁ + C.k₂) * C.γ 0)) :
    C.absorption = C.k₁ / (C.k₁ + C.k₂) * (4 * c / (1 + c) ^ 2) := by
  have k1 := C.k₁_pos
  have k2 := C.k₂_pos
  have hγ := C.γ_pos 0
  have hK : C.k₁ + C.k₂ ≠ 0 := (add_pos k1 k2).ne'
  have hc0 : 0 ≤ c := by rw [hc]; positivity
  have hc1 : 1 + c ≠ 0 := by positivity
  have hp : C.pole 0 = ((C.γ 0 / 2 : ℝ) : ℂ) := by simp [pole, hδ]
  -- on resonance the self-energy is real and equals `c` times the bare cavity damping
  have hS : C.selfEnergy = (((C.k₁ + C.k₂) / 2 * c : ℝ) : ℂ) := by
    rw [selfEnergy, Fin.sum_univ_one, hp, ← Complex.ofReal_div, Complex.ofReal_inj, hc]
    field_simp
    ring
  have hD : C.dressed = (((C.k₁ + C.k₂) / 2 * (1 + c) : ℝ) : ℂ) := by
    rw [dressed, hS, hd]
    push_cast
    ring
  rw [C.absorption_eq, hD, hS, Complex.ofReal_re, Complex.norm_real, Real.norm_eq_abs, sq_abs]
  field_simp
  ring

/-- The bound one half for equal mirrors is attained by `criticalCavity`. -/
theorem criticalCavity_absorption : criticalCavity.absorption = 1 / 2 := by
  rw [criticalCavity.absorption_resonant rfl rfl (c := 1) (by norm_num [criticalCavity])]
  norm_num [criticalCavity]

end

end CavityAbsorption
```

```lean
#print axioms CavityAbsorption.LossyCavity.steady_outputs
#print axioms CavityAbsorption.LossyCavity.energy_balance
#print axioms CavityAbsorption.LossyCavity.absorption_max_iff
#print axioms CavityAbsorption.criticalCavity_absorption
```

```
'CavityAbsorption.LossyCavity.steady_outputs' depends on axioms: [propext, Classical.choice, Quot.sound]
'CavityAbsorption.LossyCavity.energy_balance' depends on axioms: [propext, Classical.choice, Quot.sound]
'CavityAbsorption.LossyCavity.absorption_max_iff' depends on axioms: [propext, Classical.choice, Quot.sound]
'CavityAbsorption.criticalCavity_absorption' depends on axioms: [propext, Classical.choice, Quot.sound]
```

## How the Lean objects map to the cavity

A term `C : LossyCavity ι` is one cavity with its parameters and the positivity of its rates; the letter `C` is not the cooperativity, which is `c`. The index type `ι` labels the emitters and is finite, possibly empty. Couplings are complex, while rates and detunings are real.

The definitions `pole`, `selfEnergy` and `dressed` are $p_j$, $S$ and $D$. A textbook self-energy added to the cavity frequency would be $-iS$, so here the real part is the damping. `transmission` and `reflection` are amplitudes, whereas `absorption` is a fraction of power.

`IsSteady` contains the two steady-state equations. `steady_outputs` says that any amplitudes satisfying them produce the reflected field, transmitted field and emitter loss given by $r$, $t$ and $A$. `energy_balance` combines the sum rule, the general bound and the bound for equal mirrors. `absorption_max_iff` states the critical-coupling condition, and `criticalCavity_absorption` shows that one half is attained.

## How the algebra is checked

`pole_re` and `selfEnergy_re` compute the real parts. `dressed_ne_zero` supposes $D=0$ and contradicts the positive real part. In `steady_outputs`, `eq_div_iff` solves for $s_j$ and $a$, and `linear_combination` verifies the eliminations, using $i^2=-1$ where the emitters are replaced by $S$.

`absorption_eq` matches the two sums term by term. `absorption_deficit` expands the squared norms into real and imaginary parts and lets `ring` confirm the difference $2K\operatorname{Re}S$. The bound in `energy_balance` then holds because that deficit is nonnegative, and the sum rule follows by putting all three fractions over $|D|^2$. `absorption_max_iff` uses the same deficit, which is strictly positive unless $S=K/2+id$. `absorption_resonant` inserts the real values of $S$ and $D$, and the last theorem applies it with $c=1$.

## Linear response, two ports and one input

Within the model, the balance, the bound and the critical-coupling condition hold for all real detunings, any finite number of emitters and any size of the couplings $g_j$. The cooperativity formula is for one emitter on resonance. They concern real and complex numbers, so they say nothing about the rounding errors of an implementation.

The step from this model to a real cavity is the reduction of the driven dynamics to `IsSteady` with the stated port relations. It stands for weak excitation, a single mode, the rotating-wave approximation (which excludes ultrastrong coupling), emitters that neither couple directly to one another nor share a loss channel, frequency-independent decay rates and no pure dephasing. Saturation would make the emitter response depend on $b$. Absorption in the mirrors would add a loss channel to the balance, and light entering through both mirrors would need a different definition of the absorbed fraction.

`steady_outputs` takes a steady solution as given. Its existence follows by substituting $a=\sqrt{k_1}\,b/D$ and $s_j=-ig_ja/p_j$ back into the equations, a short calculation left out of the Lean code.
